# The round-trip factor of one-dimensional diffusion is minimal exactly when $p\sqrt D$ is constant

For continuous, strictly positive $D$ and $p$ on $[a,b]$ with $a<b$, the round-trip factor $\left(\int_a^b p\,dx\right)\left(\int_a^b \frac{dx}{Dp}\right)$ is at least $\left(\int_a^b D^{-1/2}dx\right)^2$, with equality exactly when $p\sqrt D$ is constant on $[a,b]$. Here $D$ is the diffusivity along a reaction coordinate and $p$ is the biased density.

```lean
import Mathlib

open Set MeasureTheory

namespace UmbrellaRoundTrip

noncomputable section

/-- A profile along the reaction coordinate: continuous and strictly positive on `[a, b]`. -/
def IsProfile (f : ℝ → ℝ) (a b : ℝ) : Prop :=
  ContinuousOn f (Icc a b) ∧ ∀ x ∈ Icc a b, 0 < f x

/-- The round-trip time factor `(∫ p) (∫ 1 / (D p))` for diffusivity `D` and biased
density `p`. -/
def roundTripFactor (D p : ℝ → ℝ) (a b : ℝ) : ℝ :=
  (∫ x in a..b, p x) * ∫ x in a..b, 1 / (D x * p x)

/-- The diffusive length `∫ D^(-1/2)` of the interval. -/
def diffusiveLength (D : ℝ → ℝ) (a b : ℝ) : ℝ :=
  ∫ x in a..b, 1 / √(D x)

variable {D p : ℝ → ℝ} {a b : ℝ}

/-- The integral of a profile over an interval of positive length is positive. -/
theorem IsProfile.integral_pos (hab : a < b) (hp : IsProfile p a b) :
    0 < ∫ x in a..b, p x :=
  intervalIntegral.integral_pos hab hp.1
    (fun x hx => (hp.2 x (Ioc_subset_Icc_self hx)).le)
    ⟨a, left_mem_Icc.mpr hab.le, hp.2 a (left_mem_Icc.mpr hab.le)⟩

/-- The inverse square root of a diffusivity profile is again a profile. -/
theorem IsProfile.inv_sqrt (hD : IsProfile D a b) :
    IsProfile (fun x => 1 / √(D x)) a b :=
  ⟨continuousOn_const.div hD.1.sqrt (fun x hx => (Real.sqrt_pos.mpr (hD.2 x hx)).ne'),
    fun x hx => one_div_pos.mpr (Real.sqrt_pos.mpr (hD.2 x hx))⟩

/-- The `p`-weighted integral of the squared mismatch between `1 / (p √D)` and a constant `t`,
expanded in powers of `t`. -/
theorem mismatch_expand (hab : a < b) (hD : IsProfile D a b) (hp : IsProfile p a b) (t : ℝ) :
    ∫ x in a..b, p x * (1 / (p x * √(D x)) - t) ^ 2 =
      (∫ x in a..b, 1 / (D x * p x)) - 2 * t * diffusiveLength D a b
        + t ^ 2 * ∫ x in a..b, p x := by
  have alg : ∀ q s : ℝ, q ≠ 0 → s ≠ 0 →
      q * (1 / (q * s) - t) ^ 2 = 1 / (s ^ 2 * q) - 2 * t * (1 / s) + t ^ 2 * q := by
    intro q s hq hs
    first
      | (field_simp; done)
      | (field_simp; ring)
  -- expand the square pointwise
  have e : ∫ x in a..b, p x * (1 / (p x * √(D x)) - t) ^ 2 =
      ∫ x in a..b, (1 / (D x * p x) - 2 * t * (1 / √(D x)) + t ^ 2 * p x) := by
    apply intervalIntegral.integral_congr
    intro x hx
    rw [uIcc_of_le hab.le] at hx
    have h := alg (p x) (√(D x)) (hp.2 x hx).ne' (Real.sqrt_pos.mpr (hD.2 x hx)).ne'
    rw [Real.sq_sqrt (hD.2 x hx).le] at h
    exact h
  -- integrate term by term
  have c1 : ContinuousOn (fun x => 1 / (D x * p x)) (Icc a b) :=
    continuousOn_const.div (hD.1.mul hp.1)
      (fun x hx => (mul_pos (hD.2 x hx) (hp.2 x hx)).ne')
  have h1 : IntervalIntegrable (fun x => 1 / (D x * p x)) volume a b :=
    c1.intervalIntegrable_of_Icc hab.le
  have h2 : IntervalIntegrable (fun x => 2 * t * (1 / √(D x))) volume a b :=
    (hD.inv_sqrt.1.intervalIntegrable_of_Icc hab.le).const_mul (2 * t)
  have h3 : IntervalIntegrable (fun x => t ^ 2 * p x) volume a b :=
    (hp.1.intervalIntegrable_of_Icc hab.le).const_mul (t ^ 2)
  have h12 : IntervalIntegrable
      (fun x => 1 / (D x * p x) - 2 * t * (1 / √(D x))) volume a b := h1.sub h2
  unfold diffusiveLength
  rw [e, intervalIntegral.integral_add h12 h3, intervalIntegral.integral_sub h1 h2,
    intervalIntegral.integral_const_mul, intervalIntegral.integral_const_mul]

/-- The excess of the round-trip factor over the squared diffusive length is the total weight of `p`
times the `p`-weighted integral of the squared mismatch between `1 / (p √D)` and the diffusive
length divided by that total weight. -/
theorem roundTrip_excess (hab : a < b) (hD : IsProfile D a b) (hp : IsProfile p a b) :
    roundTripFactor D p a b - diffusiveLength D a b ^ 2 =
      (∫ x in a..b, p x) * ∫ x in a..b, p x *
        (1 / (p x * √(D x)) - diffusiveLength D a b / ∫ y in a..b, p y) ^ 2 := by
  have alg : ∀ A B L : ℝ, A ≠ 0 →
      A * B - L ^ 2 = A * (B - 2 * (L / A) * L + (L / A) ^ 2 * A) := by
    intro A B L hA
    first
      | (field_simp; done)
      | (field_simp; ring)
  rw [mismatch_expand hab hD hp]
  exact alg _ _ _ (hp.integral_pos hab).ne'

/-- The round-trip factor is at least the squared diffusive length, with equality exactly
when `p √D` is constant on `[a, b]`. -/
theorem roundTrip_optimization (hab : a < b) (hD : IsProfile D a b) (hp : IsProfile p a b) :
    diffusiveLength D a b ^ 2 ≤ roundTripFactor D p a b ∧
      (roundTripFactor D p a b = diffusiveLength D a b ^ 2 ↔
        ∃ c, ∀ x ∈ Icc a b, p x * √(D x) = c) := by
  have hA := hp.integral_pos hab
  have hex := roundTrip_excess hab hD hp
  have hbound : diffusiveLength D a b ^ 2 ≤ roundTripFactor D p a b := by
    rw [← sub_nonneg, hex]
    exact mul_nonneg hA.le (intervalIntegral.integral_nonneg hab.le
      (fun x hx => mul_nonneg (hp.2 x hx).le (sq_nonneg _)))
  refine ⟨hbound, ?_, ?_⟩
  · intro heq
    refine ⟨1 / (diffusiveLength D a b / ∫ y in a..b, p y), fun x hx => ?_⟩
    by_contra hne
    -- a mismatch at a single point makes the excess strictly positive
    have hcont : ContinuousOn (fun x => p x *
        (1 / (p x * √(D x)) - diffusiveLength D a b / ∫ y in a..b, p y) ^ 2) (Icc a b) :=
      hp.1.mul (((continuousOn_const.div (hp.1.mul hD.1.sqrt)
        (fun y hy => (mul_pos (hp.2 y hy) (Real.sqrt_pos.mpr (hD.2 y hy))).ne')).sub
          continuousOn_const).pow 2)
    have hx0 : 1 / (p x * √(D x)) - diffusiveLength D a b / (∫ y in a..b, p y) ≠ 0 :=
      fun h0 => hne (by rw [← sub_eq_zero.mp h0, one_div_one_div])
    have hpos := intervalIntegral.integral_pos hab hcont
      (fun y hy => mul_nonneg (hp.2 y (Ioc_subset_Icc_self hy)).le (sq_nonneg _))
      ⟨x, hx, mul_pos (hp.2 x hx)
        (lt_of_le_of_ne (sq_nonneg _) (Ne.symm (pow_ne_zero 2 hx0)))⟩
    have hmul := mul_pos hA hpos
    rw [← hex, heq, sub_self] at hmul
    exact lt_irrefl _ hmul
  · rintro ⟨c, hc⟩
    -- the mismatch with `t = 1 / c` vanishes identically
    have hzero : ∫ x in a..b, p x * (1 / (p x * √(D x)) - 1 / c) ^ 2 = 0 := by
      have h : ∫ x in a..b, p x * (1 / (p x * √(D x)) - 1 / c) ^ 2 =
          ∫ _x in a..b, (0 : ℝ) := by
        apply intervalIntegral.integral_congr
        intro x hx
        rw [uIcc_of_le hab.le] at hx
        have h' : p x * (1 / (p x * √(D x)) - 1 / c) ^ 2 = 0 := by
          rw [hc x hx]; ring
        exact h'
      rw [h, intervalIntegral.integral_zero]
    rw [mismatch_expand hab hD hp] at hzero
    refine le_antisymm ?_ hbound
    have alg : ∀ A B L t : ℝ, B - 2 * t * L + t ^ 2 * A = 0 → A * B ≤ L ^ 2 := by
      intro A B L t h
      have h2 : A * B = L ^ 2 - (L - t * A) ^ 2 := by linear_combination A * h
      rw [h2]
      linarith [sq_nonneg (L - t * A)]
    exact alg _ _ _ _ hzero

/-- For a normalised biased density, the round-trip factor equals the squared diffusive length
exactly when the density is `D^(-1/2)` divided by the diffusive length on `[a, b]`. -/
theorem optimal_density (hab : a < b) (hD : IsProfile D a b) (hp : IsProfile p a b)
    (hnorm : ∫ x in a..b, p x = 1) :
    roundTripFactor D p a b = diffusiveLength D a b ^ 2 ↔
      ∀ x ∈ Icc a b, p x = 1 / (diffusiveLength D a b * √(D x)) := by
  have hL : 0 < diffusiveLength D a b := hD.inv_sqrt.integral_pos hab
  rw [(roundTrip_optimization hab hD hp).2]
  constructor
  · rintro ⟨c, hc⟩ x hx
    -- normalisation fixes the constant
    have h : ∫ x in a..b, p x = ∫ x in a..b, c * (1 / √(D x)) := by
      apply intervalIntegral.integral_congr
      intro y hy
      rw [uIcc_of_le hab.le] at hy
      have hs := (Real.sqrt_pos.mpr (hD.2 y hy)).ne'
      have h' : p y = c * (1 / √(D y)) := by
        rw [mul_one_div, eq_div_iff hs, hc y hy]
      exact h'
    rw [hnorm, intervalIntegral.integral_const_mul] at h
    have hcL : 1 = c * diffusiveLength D a b := h
    have hs := (Real.sqrt_pos.mpr (hD.2 x hx)).ne'
    rw [eq_div_iff (mul_ne_zero hL.ne' hs)]
    linear_combination diffusiveLength D a b * hc x hx - hcL
  · intro h
    refine ⟨1 / diffusiveLength D a b, fun x hx => ?_⟩
    have hs := (Real.sqrt_pos.mpr (hD.2 x hx)).ne'
    rw [h x hx, eq_div_iff hL.ne', div_mul_eq_mul_div, div_mul_eq_mul_div,
      div_eq_iff (mul_ne_zero hL.ne' hs)]
    ring

/-- For free energy `F`, inverse temperature `β` and umbrella bias `V`, the round-trip factor of
`exp (-β (F + V))` equals the squared diffusive length exactly when `V = -F + log D / (2 β)` on `[a,
b]` up to an additive constant. -/
theorem optimal_bias {F V : ℝ → ℝ} {β : ℝ} (hab : a < b) (hβ : 0 < β)
    (hD : IsProfile D a b) (hF : ContinuousOn F (Icc a b)) (hV : ContinuousOn V (Icc a b)) :
    roundTripFactor D (fun x => Real.exp (-β * (F x + V x))) a b =
        diffusiveLength D a b ^ 2 ↔
      ∃ C, ∀ x ∈ Icc a b, V x = -F x + Real.log (D x) / (2 * β) + C := by
  have hp : IsProfile (fun x => Real.exp (-β * (F x + V x))) a b :=
    ⟨Real.continuous_exp.comp_continuousOn (continuousOn_const.mul (hF.add hV)),
      fun x _ => Real.exp_pos _⟩
  rw [(roundTrip_optimization hab hD hp).2]
  -- combine Boltzmann factor and diffusivity in a single exponential
  have key : ∀ x ∈ Icc a b, Real.exp (-β * (F x + V x)) * √(D x) =
      Real.exp (-β * (F x + V x) + Real.log (D x) / 2) := by
    intro x hx
    rw [Real.exp_add, ← Real.log_sqrt (hD.2 x hx).le,
      Real.exp_log (Real.sqrt_pos.mpr (hD.2 x hx))]
  constructor
  · rintro ⟨c, hc⟩
    refine ⟨-Real.log c / β, fun x hx => ?_⟩
    have h : Real.exp (-β * (F x + V x) + Real.log (D x) / 2) = c :=
      (key x hx).symm.trans (hc x hx)
    rw [← h, Real.log_exp]
    field_simp
    ring
  · rintro ⟨C, hC⟩
    refine ⟨Real.exp (-β * C), fun x hx => (key x hx).trans ?_⟩
    have h : -β * (F x + V x) + Real.log (D x) / 2 = -β * C := by
      rw [hC x hx]
      field_simp
      ring
    rw [h]

end

end UmbrellaRoundTrip
```

```lean
#print axioms UmbrellaRoundTrip.roundTrip_optimization
#print axioms UmbrellaRoundTrip.optimal_density
#print axioms UmbrellaRoundTrip.optimal_bias
```

```
'UmbrellaRoundTrip.roundTrip_optimization' depends on axioms: [propext, Classical.choice, Quot.sound]
'UmbrellaRoundTrip.optimal_density' depends on axioms: [propext, Classical.choice, Quot.sound]
'UmbrellaRoundTrip.optimal_bias' depends on axioms: [propext, Classical.choice, Quot.sound]
```

## From diffusion to two integrals

For overdamped diffusion with equilibrium density proportional to $p$ and reflecting ends, the mean passage times from $a$ to $b$ and back are

$$\tau_{a\to b}=\int_a^b\frac{dx}{D(x)p(x)}\int_a^x p(y)\,dy,\qquad
\tau_{b\to a}=\int_a^b\frac{dx}{D(x)p(x)}\int_x^b p(y)\,dy .$$

The inner integrals add up to $\int_a^b p$, so the sum of the two times is the product defined as `roundTripFactor`. The file starts from that product; the diffusion equation and the passage times are physical input. Rescaling $p$ by a positive constant leaves the product unchanged, so $p$ need not be normalised.

`IsProfile` expresses continuity and strict positivity on the closed interval `Icc a b`; values elsewhere play no role. The integral of $D^{-1/2}$ is `diffusiveLength`. The model has a single coordinate, and $D$ is a given function that does not change with the bias.

## The excess as a squared mismatch

Write $A=\int_a^b p$, $B=\int_a^b 1/(Dp)$ and $L=\int_a^b D^{-1/2}$. For any real $t$, expanding the square pointwise gives

$$p\left(\frac1{p\sqrt D}-t\right)^2=\frac1{Dp}-\frac{2t}{\sqrt D}+t^2p ,$$

and integration gives

$$\int_a^b p\left(\frac1{p\sqrt D}-t\right)^2dx=B-2tL+t^2A .$$

This is `mismatch_expand`: the pointwise algebra is left to `field_simp` and, if needed, `ring`, and continuity supplies the integrability needed to split the integral. Since $A>0$, we may set $t=L/A$ and multiply by $A$:

$$AB-L^2=A\int_a^b p\left(\frac1{p\sqrt D}-\frac LA\right)^2dx .$$

This identity is `roundTrip_excess`. Its right-hand side is nonnegative, which proves the bound in `roundTrip_optimization`.

## When equality holds

Suppose $AB=L^2$. The integral on the right then vanishes. Its integrand is continuous and nonnegative, so a nonzero value at even one point would make the integral positive. Hence $1/(p\sqrt D)=L/A$ everywhere, and $p\sqrt D=A/L$. The Lean proof argues by contradiction from such a point, using `intervalIntegral.integral_pos`.

Conversely, let $p\sqrt D=c$. Positivity of the profiles gives $c>0$. With $t=1/c$ the mismatch is zero at every point, so $B-2tL+t^2A=0$. Multiplying by $A$ and completing the square gives

$$AB=L^2-(L-tA)^2\le L^2 .$$

Together with the lower bound this forces equality. In the file, `linear_combination` checks the completed square and `le_antisymm` joins the two inequalities.

## The optimal density and umbrella bias

`optimal_density` adds the normalisation $\int_a^b p=1$. If $p\sqrt D=c$, then $p=c/\sqrt D$, and integrating gives $1=cL$. Therefore

$$p(x)=\frac1{L\sqrt{D(x)}} .$$

Conversely, this density has $p\sqrt D=1/L$, so it attains the bound. The best density puts more weight where diffusion is slow.

`optimal_bias` takes $p=e^{-\beta(F+V)}$, with continuous free energy $F$ and bias $V$, and inverse temperature $\beta>0$. Since $\sqrt D=e^{(\log D)/2}$,

$$p\sqrt D=\exp\left[-\beta(F+V)+\tfrac12\log D\right].$$

This is constant exactly when the exponent is constant. Calling that constant $-\beta C$ and solving for $V$ gives

$$V=-F+\frac{\log D}{2\beta}+C .$$

The Lean proof combines the two factors in `key`, then takes a logarithm in one direction and substitutes the formula for $V$ in the other. In the formula, $D$ stands for its numerical value in chosen units; changing the units only shifts $C$.

For umbrella sampling along one diffusive coordinate, this means that a bias $V=-F$, which flattens the histogram, minimises the round-trip factor only if $D$ is constant. The criterion concerns travel between the two ends, and a bias chosen to minimise the statistical error of a particular free-energy estimate may differ.
